# In the Hubbard dimer with U > 2t > 0, spin projection of the unrestricted Hartree-Fock determinant underestimates the diradical character, and the unprojected determinant overestimates it exactly when U > 4t/√3

Without the sign of its error, a diradical character taken from a broken-symmetry determinant can be misread: the spin-projected value may pass for an upper bound, or the unprojected one for an overestimate at couplings where it is none. Here the diradical character is the number of electrons in the antibonding orbital, and the determinant comes from unrestricted Hartree-Fock and is projected without reoptimising its orbitals. For two electrons on two sites with hopping t and on-site repulsion U > 2t > 0, the projected value is then always too low, and the unprojected value is too high exactly when U > 4t/√3.

In Lean 4 with Mathlib:

```lean
import Mathlib

open Finset

namespace HubbardDimerDiradical

noncomputable section

/-- Real amplitudes of two electrons on two sites: spin up on site `i`, spin down on site `j`. -/
abbrev State := Fin 2 → Fin 2 → ℝ

/-- The squared norm of a state. -/
def normSq (ψ : State) : ℝ := ∑ i, ∑ j, ψ i j ^ 2

/-- The Hubbard energy form `⟨ψ|H|ψ⟩` with hopping `t` and on-site repulsion `U`. -/
def energy (t U : ℝ) (ψ : State) : ℝ :=
  -2 * t * (∑ j, ψ 0 j * ψ 1 j) - 2 * t * (∑ i, ψ i 0 * ψ i 1) + U * (∑ i, ψ i i ^ 2)

/-- Diradical character of a nonzero state: the number of electrons, of both spins, in the
antibonding orbital `(1, -1)/√2`. -/
def diradical (ψ : State) : ℝ :=
  ((∑ j, (ψ 0 j - ψ 1 j) ^ 2) + (∑ i, (ψ i 0 - ψ i 1) ^ 2)) / 2 / normSq ψ

/-- The determinant with the up electron in orbital `a` and the down electron in `b`. -/
def determinant (a b : Fin 2 → ℝ) : State := fun i j => a i * b j

/-- The singlet part of that determinant, up to normalisation. -/
def projected (a b : Fin 2 → ℝ) : State := fun i j => a i * b j + b i * a j

/-- A normalised state of lowest energy among all states. -/
structure IsGround (t U : ℝ) (ψ : State) : Prop where
  norm : normSq ψ = 1
  minimal : ∀ φ, energy t U ψ * normSq φ ≤ energy t U φ

/-- Normalised orbitals whose determinant has the lowest energy among all determinants of
normalised real orbitals (unrestricted Hartree-Fock). -/
structure IsUHF (t U : ℝ) (a b : Fin 2 → ℝ) : Prop where
  norm_a : a 0 ^ 2 + a 1 ^ 2 = 1
  norm_b : b 0 ^ 2 + b 1 ^ 2 = 1
  minimal : ∀ c d : Fin 2 → ℝ, c 0 ^ 2 + c 1 ^ 2 = 1 → d 0 ^ 2 + d 1 ^ 2 = 1 →
    energy t U (determinant a b) ≤ energy t U (determinant c d)

/-- For normalised orbitals and `t = U s / 2`, the determinant energy is `U/4` times a sum of
squares, plus a constant. -/
theorem energy_determinant (U s : ℝ) (a b : Fin 2 → ℝ)
    (ha : a 0 ^ 2 + a 1 ^ 2 = 1) (hb : b 0 ^ 2 + b 1 ^ 2 = 1) :
    energy (U * s / 2) U (determinant a b) =
      U / 4 * ((2 * (a 0 * a 1) - s) ^ 2 + (2 * (b 0 * b 1) - s) ^ 2
        + (a 0 ^ 2 - a 1 ^ 2 + (b 0 ^ 2 - b 1 ^ 2)) ^ 2) - U * s ^ 2 / 2 := by
  simp only [energy, determinant, Fin.sum_univ_two]
  linear_combination
    (-(U * s) * (b 0 * b 1) - U / 4 * (a 0 ^ 2 + a 1 ^ 2 - b 0 ^ 2 - b 1 ^ 2)) * ha
    + (-(U * s) * (a 0 * a 1) + U / 4 * (a 0 ^ 2 + a 1 ^ 2 - b 0 ^ 2 - b 1 ^ 2)) * hb

/-- Mirror-image orbitals with mixing angle `θ` reach that constant when `2t = U sin 2θ`. -/
theorem energy_mirror (U θ : ℝ) :
    energy (U * Real.sin (2 * θ) / 2) U
      (determinant ![Real.cos θ, Real.sin θ] ![Real.sin θ, Real.cos θ]) =
      -(U * Real.sin (2 * θ) ^ 2 / 2) := by
  rw [energy_determinant _ _ _ _ (Real.cos_sq_add_sin_sq θ) (Real.sin_sq_add_cos_sq θ)]
  change U / 4 * ((2 * (Real.cos θ * Real.sin θ) - Real.sin (2 * θ)) ^ 2
    + (2 * (Real.sin θ * Real.cos θ) - Real.sin (2 * θ)) ^ 2
    + (Real.cos θ ^ 2 - Real.sin θ ^ 2 + (Real.sin θ ^ 2 - Real.cos θ ^ 2)) ^ 2)
    - U * Real.sin (2 * θ) ^ 2 / 2 = _
  rw [Real.sin_two_mul]
  ring

/-- For `U > 0`, mirror-image orbitals with `sin 2θ = 2t/U` solve the unrestricted
Hartree-Fock problem. -/
theorem isUHF_witness {t U θ : ℝ} (hU : 0 < U) (hθ : Real.sin (2 * θ) = 2 * t / U) :
    IsUHF t U ![Real.cos θ, Real.sin θ] ![Real.sin θ, Real.cos θ] := by
  have ht : t = U * Real.sin (2 * θ) / 2 := by rw [hθ]; field_simp
  refine ⟨Real.cos_sq_add_sin_sq θ, Real.sin_sq_add_cos_sq θ, fun c d hc hd => ?_⟩
  rw [ht, energy_mirror, energy_determinant _ _ c d hc hd]
  have h : 0 ≤ U / 4 * ((2 * (c 0 * c 1) - Real.sin (2 * θ)) ^ 2
    + (2 * (d 0 * d 1) - Real.sin (2 * θ)) ^ 2
    + (c 0 ^ 2 - c 1 ^ 2 + (d 0 ^ 2 - d 1 ^ 2)) ^ 2) := by positivity
  linarith

/-- For `U ≥ 2t > 0`, each unrestricted Hartree-Fock orbital has `2t/U` as twice the product of its
two site amplitudes, and the overlap of the two orbitals is `2t/U` up to sign. -/
theorem uhf_overlap {t U : ℝ} {a b : Fin 2 → ℝ} (ht : 0 < t) (hU : 2 * t ≤ U)
    (h : IsUHF t U a b) :
    2 * (a 0 * a 1) = 2 * t / U ∧ 2 * (b 0 * b 1) = 2 * t / U ∧
      (a 0 * b 0 + a 1 * b 1) ^ 2 = (2 * t / U) ^ 2 := by
  have hU0 : 0 < U := by linarith
  have hs0 : 0 < 2 * t / U := by positivity
  have hs1 : 2 * t / U ≤ 1 := (div_le_one hU0).mpr hU
  obtain ⟨θ, hθ⟩ : ∃ θ, Real.sin (2 * θ) = 2 * t / U := ⟨Real.arcsin (2 * t / U) / 2, by
    rw [show 2 * (Real.arcsin (2 * t / U) / 2) = Real.arcsin (2 * t / U) by ring]
    exact Real.sin_arcsin (by linarith) hs1⟩
  have hts : t = U * Real.sin (2 * θ) / 2 := by rw [hθ]; field_simp
  have ha := h.norm_a
  have hb := h.norm_b
  -- compare with the mirror-image orbitals: every square must vanish
  have hmin := h.minimal _ _ (isUHF_witness hU0 hθ).norm_a (isUHF_witness hU0 hθ).norm_b
  rw [hts, energy_mirror, energy_determinant _ _ a b ha hb] at hmin
  rw [← hθ]
  generalize Real.sin (2 * θ) = s at hmin ⊢
  have hS : (2 * (a 0 * a 1) - s) ^ 2 + (2 * (b 0 * b 1) - s) ^ 2
      + (a 0 ^ 2 - a 1 ^ 2 + (b 0 ^ 2 - b 1 ^ 2)) ^ 2 ≤ 0 := by
    by_contra hc
    have := mul_pos (show 0 < U / 4 by positivity) (not_le.mp hc)
    linarith
  have q1 := sq_nonneg (2 * (a 0 * a 1) - s)
  have q2 := sq_nonneg (2 * (b 0 * b 1) - s)
  have q3 := sq_nonneg (a 0 ^ 2 - a 1 ^ 2 + (b 0 ^ 2 - b 1 ^ 2))
  have hx := (pow_eq_zero_iff two_ne_zero).mp (le_antisymm (by linarith) q1)
  have hy := (pow_eq_zero_iff two_ne_zero).mp (le_antisymm (by linarith) q2)
  have hz := (pow_eq_zero_iff two_ne_zero).mp (le_antisymm (by linarith) q3)
  refine ⟨by linarith, by linarith, ?_⟩
  linear_combination (a 0 * a 1 + b 0 * b 1 + s / 2) * hx + s / 2 * hy
    + (a 0 ^ 2 - a 1 ^ 2) / 2 * hz + (a 0 ^ 2 + a 1 ^ 2) / 2 * (hb - ha)

/-- The diradical character of a nonzero state is one minus the product of its summed ionic
and summed covalent amplitudes, divided by the squared norm. -/
theorem diradical_eq (ψ : State) (h : normSq ψ ≠ 0) :
    diradical ψ = 1 - (ψ 0 0 + ψ 1 1) * (ψ 0 1 + ψ 1 0) / normSq ψ := by
  rw [diradical, eq_sub_iff_add_eq, ← add_div, div_eq_one_iff_eq h]
  simp only [normSq, Fin.sum_univ_two]
  ring

/-- For `U ≥ 2t > 0` and `s = 2t/U`, the unrestricted Hartree-Fock determinant has diradical
character `1 - s`, and its singlet projection has `1 - 2s/(1 + s²)`. -/
theorem diradical_uhf {t U : ℝ} {a b : Fin 2 → ℝ} (ht : 0 < t) (hU : 2 * t ≤ U)
    (h : IsUHF t U a b) :
    diradical (determinant a b) = 1 - 2 * t / U ∧
      diradical (projected a b) = 1 - 2 * (2 * t / U) / (1 + (2 * t / U) ^ 2) := by
  obtain ⟨hx, hy, hp⟩ := uhf_overlap ht hU h
  have ha := h.norm_a
  have hb := h.norm_b
  generalize 2 * t / U = s at hx hy hp ⊢
  constructor
  · have hN : normSq (determinant a b) = 1 := by
      simp only [normSq, determinant, Fin.sum_univ_two]
      linear_combination (b 0 ^ 2 + b 1 ^ 2) * ha + hb
    rw [diradical_eq _ (by rw [hN]; exact one_ne_zero), hN, div_one]
    simp only [determinant]
    linear_combination -(a 0 * a 1) * hb - (b 0 * b 1) * ha - hx / 2 - hy / 2
  · have hN : normSq (projected a b) = 2 * (1 + s ^ 2) := by
      simp only [normSq, projected, Fin.sum_univ_two]
      linear_combination 2 * (b 0 ^ 2 + b 1 ^ 2) * ha + 2 * hb + 2 * hp
    have hPQ : (projected a b 0 0 + projected a b 1 1) *
        (projected a b 0 1 + projected a b 1 0) = 2 * (2 * s) := by
      simp only [projected]
      linear_combination 4 * (a 0 * a 1) * hb + 4 * (b 0 * b 1) * ha + 2 * hx + 2 * hy
    rw [diradical_eq _ (by rw [hN]; positivity), hN, hPQ,
      mul_div_mul_left _ _ (by norm_num : (2 : ℝ) ≠ 0)]

/-- For `t > 0`, the exact ground state has diradical character `1 - 4t/√(U² + 16t²)`. -/
theorem diradical_exact {t U : ℝ} {ψ : State} (ht : 0 < t) (h : IsGround t U ψ) :
    diradical ψ = 1 - 4 * t / √(U ^ 2 + 16 * t ^ 2) := by
  have hR0 : 0 < √(U ^ 2 + 16 * t ^ 2) := Real.sqrt_pos.mpr (by positivity)
  have hR : √(U ^ 2 + 16 * t ^ 2) ^ 2 = U ^ 2 + 16 * t ^ 2 := Real.sq_sqrt (by positivity)
  generalize √(U ^ 2 + 16 * t ^ 2) = R at hR0 hR ⊢
  have hlt := abs_lt.mp (abs_lt_of_sq_lt_sq (by nlinarith [pow_pos ht 2] : U ^ 2 < R ^ 2) hR0.le)
  -- `-e` is the ground energy, and `f = U + e`
  obtain ⟨e, he⟩ : ∃ e, e = (R - U) / 2 := ⟨_, rfl⟩
  obtain ⟨f, hf⟩ : ∃ f, f = (R + U) / 2 := ⟨_, rfl⟩
  have hf0 : 0 < f := by linarith [hlt.1]
  have he0 : 0 < e := by linarith [hlt.2]
  have hef : e * f = 4 * t ^ 2 := by rw [he, hf]; linear_combination hR / 4
  have hU : U = f - e := by linarith
  have hRe : R = e + f := by linarith
  have hN := h.norm
  have hmin := h.minimal ![![2 * t, f], ![f, 2 * t]]
  have hφN : normSq ![![2 * t, f], ![f, 2 * t]] = 2 * f * (e + f) := by
    simp only [normSq, Fin.sum_univ_two]
    change (2 * t) ^ 2 + f ^ 2 + (f ^ 2 + (2 * t) ^ 2) = _
    linear_combination -2 * hef
  have hφE : energy t U ![![2 * t, f], ![f, 2 * t]] = -e * (2 * f * (e + f)) := by
    simp only [energy, Fin.sum_univ_two]
    change -2 * t * (2 * t * f + f * (2 * t)) - 2 * t * (2 * t * f + f * (2 * t))
      + U * ((2 * t) ^ 2 + (2 * t) ^ 2) = _
    linear_combination 2 * (e + f) * hef + 8 * t ^ 2 * hU
  rw [hφN, hφE] at hmin
  have hE : energy t U ψ ≤ -e := le_of_mul_le_mul_right hmin (by positivity)
  obtain ⟨p, hp⟩ : ∃ p, p = ψ 0 0 + ψ 1 1 := ⟨_, rfl⟩
  obtain ⟨q, hq⟩ : ∃ q, q = ψ 0 1 + ψ 1 0 := ⟨_, rfl⟩
  obtain ⟨m, hm⟩ : ∃ m, m = ψ 0 0 - ψ 1 1 := ⟨_, rfl⟩
  obtain ⟨n, hn⟩ : ∃ n, n = ψ 0 1 - ψ 1 0 := ⟨_, rfl⟩
  -- the energy above the ground level is a sum of squares
  have hsos : 2 * f * (energy t U ψ + e * normSq ψ) =
      (f * p - 2 * t * q) ^ 2 + (f * m) ^ 2 + (2 * t * n) ^ 2 := by
    rw [hp, hq, hm, hn]
    simp only [energy, normSq, Fin.sum_univ_two]
    linear_combination 2 * f * (ψ 0 0 ^ 2 + ψ 1 1 ^ 2) * hU
      + ((ψ 0 1 + ψ 1 0) ^ 2 + (ψ 0 1 - ψ 1 0) ^ 2) * hef
  have hle : 2 * f * (energy t U ψ + e * normSq ψ) ≤ 0 :=
    mul_nonpos_of_nonneg_of_nonpos (by positivity) (by rw [hN]; linarith)
  rw [hsos] at hle
  have q1 := sq_nonneg (f * p - 2 * t * q)
  have q2 := sq_nonneg (f * m)
  have q3 := sq_nonneg (2 * t * n)
  have h1 := (pow_eq_zero_iff two_ne_zero).mp (le_antisymm (by linarith) q1)
  have h2 := (pow_eq_zero_iff two_ne_zero).mp (le_antisymm (by linarith) q2)
  have h3 := (pow_eq_zero_iff two_ne_zero).mp (le_antisymm (by linarith) q3)
  have hm0 : m = 0 := (mul_eq_zero.mp h2).resolve_left hf0.ne'
  have hn0 : n = 0 := (mul_eq_zero.mp h3).resolve_left (by positivity)
  have h4 : e * q = 2 * t * p := by
    apply mul_left_cancel₀ (show 2 * t ≠ 0 by positivity)
    linear_combination -e * h1 + p * hef
  have hsum : p ^ 2 + q ^ 2 = 2 := by
    have h5 : p ^ 2 + q ^ 2 + m ^ 2 + n ^ 2 = 2 * normSq ψ := by
      rw [hp, hq, hm, hn]
      simp only [normSq, Fin.sum_univ_two]
      ring
    rw [hm0, hn0, hN] at h5
    linarith
  have hpq : p * q = 4 * t / R := by
    rw [eq_div_iff hR0.ne']
    linear_combination p * q * hRe + q * h1 + p * h4 + 2 * t * hsum
  rw [diradical_eq _ (by rw [hN]; exact one_ne_zero), hN, div_one, ← hp, ← hq, hpq]

/-- At `t = 7`, `U = 96` the state with ionic amplitudes `1/10` and covalent amplitudes `7/10`
is a ground state. -/
theorem isGround_witness : IsGround 7 96 ![![1 / 10, 7 / 10], ![7 / 10, 1 / 10]] := by
  have hE : energy 7 96 ![![1 / 10, 7 / 10], ![7 / 10, 1 / 10]] = -2 := by
    simp only [energy, Fin.sum_univ_two]
    change -2 * 7 * ((1 / 10 : ℝ) * (7 / 10) + 7 / 10 * (1 / 10))
      - 2 * 7 * (1 / 10 * (7 / 10) + 7 / 10 * (1 / 10)) + 96 * ((1 / 10) ^ 2 + (1 / 10) ^ 2) = -2
    norm_num
  refine ⟨?_, fun φ => ?_⟩
  · simp only [normSq, Fin.sum_univ_two]
    change (1 / 10 : ℝ) ^ 2 + (7 / 10) ^ 2 + ((7 / 10) ^ 2 + (1 / 10) ^ 2) = 1
    norm_num
  · rw [hE]
    simp only [energy, normSq, Fin.sum_univ_two]
    nlinarith [sq_nonneg (7 * (φ 0 0 + φ 1 1) - (φ 0 1 + φ 1 0)),
      sq_nonneg (φ 0 0 - φ 1 1), sq_nonneg (φ 0 1 - φ 1 0)]

/-- For `U > 2t > 0`, spin projection of the broken-symmetry determinant underestimates the exact
diradical character, while the unprojected determinant overestimates it exactly when
`U > 4t/√3`. -/
theorem projected_lt_exact_and_exact_lt_unprojected_iff {t U : ℝ} {ψ : State} {a b : Fin 2 → ℝ}
    (ht : 0 < t) (hU : 2 * t < U) (hψ : IsGround t U ψ) (hab : IsUHF t U a b) :
    diradical (projected a b) < diradical ψ ∧
      (diradical ψ < diradical (determinant a b) ↔ 4 * t / √3 < U) := by
  obtain ⟨hdet, hproj⟩ := diradical_uhf ht hU.le hab
  rw [hdet, hproj, diradical_exact ht hψ]
  have hU0 : 0 < U := by linarith
  have hR0 : 0 < √(U ^ 2 + 16 * t ^ 2) := Real.sqrt_pos.mpr (by positivity)
  have hR : √(U ^ 2 + 16 * t ^ 2) ^ 2 = U ^ 2 + 16 * t ^ 2 := Real.sq_sqrt (by positivity)
  generalize √(U ^ 2 + 16 * t ^ 2) = R at hR0 hR ⊢
  constructor
  · have hs0 : 0 < 2 * t / U := by positivity
    have hs1 : 2 * t / U < 1 := (div_lt_one hU0).mpr hU
    have hts : t = U * (2 * t / U) / 2 := by field_simp
    generalize 2 * t / U = s at hs0 hs1 hts ⊢
    -- the comparison reduces to `s² < 2`
    have key : U * (1 + s ^ 2) < R := by
      apply lt_of_pow_lt_pow_left₀ 2 hR0.le
      rw [hR, hts]
      have h2 : 0 < 2 - s ^ 2 := by nlinarith
      have h3 : 0 < U ^ 2 * s ^ 2 * (2 - s ^ 2) := by positivity
      linarith
    rw [sub_lt_sub_iff_left, div_lt_div_iff₀ hR0 (by positivity), hts]
    linarith [mul_lt_mul_of_pos_left key hs0]
  · have h3 : (0 : ℝ) < √3 := Real.sqrt_pos.mpr (by norm_num)
    have h3s : (U * √3) ^ 2 = 3 * U ^ 2 := by
      rw [mul_pow, Real.sq_sqrt (by norm_num : (0 : ℝ) ≤ 3)]
      ring
    rw [sub_lt_sub_iff_left, div_lt_div_iff₀ hU0 hR0, div_lt_iff₀ h3]
    -- both sides say `R < 2U`
    constructor
    · intro h
      have h1 : R < 2 * U :=
        lt_of_mul_lt_mul_left (by linarith : 2 * t * R < 2 * t * (2 * U)) (by positivity)
      have h2 := pow_lt_pow_left₀ h1 hR0.le two_ne_zero
      apply lt_of_pow_lt_pow_left₀ 2 (by positivity)
      rw [h3s]
      linarith
    · intro h
      have h2 := pow_lt_pow_left₀ h (by positivity) two_ne_zero
      rw [h3s] at h2
      have h1 : R < 2 * U := by
        apply lt_of_pow_lt_pow_left₀ 2 (by positivity)
        rw [hR]
        linarith
      linarith [mul_lt_mul_of_pos_left h1 ht]

end

end HubbardDimerDiradical
```

```lean
#print axioms HubbardDimerDiradical.projected_lt_exact_and_exact_lt_unprojected_iff
```

```
'HubbardDimerDiradical.projected_lt_exact_and_exact_lt_unprojected_iff' depends on axioms: [propext, Classical.choice, Quot.sound]
```

## Three states, one occupation number

The last theorem compares three states through a single function, `diradical`, which counts the electrons of both spins in the antibonding orbital (1, −1)/√2. A `State` is a real table ψ i j, with the up electron on site i and the down electron on site j. Its diagonal entries are ionic amplitudes, its off-diagonal entries covalent ones.

- `IsGround t U ψ` says that ψ is normalised and has the lowest energy per squared norm among all such tables.
- `IsUHF t U a b` says that a and b are normalised real orbitals whose determinant has the lowest energy among all determinants of this kind. This is unrestricted Hartree-Fock, with a for the up electron and b for the down electron.
- `projected a b` is the singlet part of that determinant, with the orbitals kept as they are. It is unnormalised, and `diradical` divides by the squared norm.

The theorem holds for every ground state and every Hartree-Fock minimiser. Minimisers of the second kind exist throughout the range, by `isUHF_witness` with θ = arcsin(2t/U)/2. For the ground state, `isGround_witness` gives an instance at t = 7, U = 96.

In electronic structure, diradical character serves as a sign that a single determinant may be inadequate; the result fixes the direction of the broken-symmetry error in this two-site, two-electron model with one orbital per site, and says nothing about larger systems.

## The broken-symmetry determinant

Let s = 2t/U, and write

x = 2a₀a₁, y = 2b₀b₁, u = a₀² − a₁², v = b₀² − b₁².

Normalisation gives x² + u² = 1 and y² + v² = 1. The determinant energy is

E = −t(x + y) + U(1 + uv)/2
 = (U/4)[(x − s)² + (y − s)² + (u + v)²] − Us²/2.

This is `energy_determinant`, where `linear_combination` checks the identity from explicitly given multiples of the two normalisation conditions. The orbitals a = (cos θ, sin θ) and b = (sin θ, cos θ) with sin 2θ = s make all three squares vanish (`energy_mirror`). Such an angle exists because s ≤ 1.

Every minimiser must therefore have x = y = s and v = −u. In `uhf_overlap`, comparison with the mirror-image orbitals shows that the sum of squares is at most zero, so each square is zero. The squared overlap follows:

(a₀b₀ + a₁b₁)² = (1 + uv + xy)/2 = (1 − u² + s²)/2 = s².

## From amplitudes to diradical character

For any nonzero state with squared norm N, set p = ψ₀₀ + ψ₁₁ and q = ψ₀₁ + ψ₁₀. Expanding the squares in the antibonding occupation gives (2N − 2pq)/(2N), hence

diradical character = 1 − pq/N,

which is `diradical_eq`. For the determinant, N = 1 and pq = (x + y)/2 = s. Symmetrising doubles both p and q, so pq = 4s, while the squared norm becomes 2 + 2(a₀b₀ + a₁b₁)² = 2(1 + s²). The two values in `diradical_uhf` are then

unprojected: 1 − s
projected: 1 − 2s/(1 + s²).

## The exact ground state

Let m = ψ₀₀ − ψ₁₁ and n = ψ₀₁ − ψ₁₀. Then

E = −2tpq + U(p² + m²)/2
N = (p² + q² + m² + n²)/2.

With R = √(U² + 16t²), e = (R − U)/2 and f = (R + U)/2, we have ef = 4t² and U + e = f. Completing squares gives

2f(E + eN) = (fp − 2tq)² + (fm)² + (2tn)².

The right side is never negative, so no state has energy per squared norm below −e. The table with ionic amplitudes 2t and covalent amplitudes f reaches this value; its normalised amplitudes are 2t/√(2fR) and f/√(2fR).

In `diradical_exact`, comparison with this table forces the three squares to vanish for any ground state. Thus m = n = 0 and fp = 2tq, while N = 1 gives p² + q² = 2. Since 4t²/f² = e/f and e + f = R, it follows that q² = 2f/R and

pq = 2tq²/f = 4t/R.

The exact diradical character is 1 − 4t/R.

## Where the values cross

The projected value lies below the exact one when 4t/R < 2s/(1 + s²). Since 2s = 4t/U, this means

U(1 + s²) < R.

Both sides are positive, and 16t² = 4U²s², so squaring turns the condition into

1 + 2s² + s⁴ < 1 + 4s²,

that is, s² < 2. This holds because s < 1.

The unprojected value exceeds the exact one when 2t/U < 4t/R, that is, when R < 2U. Squaring gives 16t² < 3U², or U > 4t/√3.

The final proof follows the same route: `div_lt_div_iff₀` clears the denominators, and `lt_of_pow_lt_pow_left₀` recovers an inequality from its squared form. For 2t < U ≤ 4t/√3, neither approximate value is above the exact one; for larger U, the two enclose it.
